# Averaging the generator over a finite symmetry group keeps a symmetry-adapted Wannier gauge symmetric at every step

## Does the symmetry survive the exponential?

I build $n$ Wannier orbitals from $m$ Bloch bands at the Γ point of a supercell, $|w_j\rangle=\sum_a|\psi_a\rangle U_{aj}$, with orthonormal columns, $U^\dagger U=1$. A finite symmetry group $G$ acts on the bands by unitary matrices $d(g)$ and on the orbitals by unitary matrices $D(g)$:

$$g|\psi_a\rangle=\sum_b|\psi_b\rangle d(g)_{ba},\qquad g|w_j\rangle=\sum_i|w_i\rangle D(g)_{ij}.$$

The two descriptions agree when $d(g)U=UD(g)$ for all $g$, and my starting $U$ satisfies this.

My minimizer proposes an anti-Hermitian matrix $W$ and the update $U\mapsto Ue^{W}$. Numerical noise in $W$ slowly spoils the symmetry, so I want to replace $W$ by its group average

$$\Pi(W)=\frac1{|G|}\sum_{g\in G}D(g)\,W\,D(g)^\dagger .$$

But the exponential is nonlinear. Is the new $U$ symmetric only to first order in the step? And does averaging throw away directions that would have been allowed?

## Symmetric at any step size, with no symmetric path lost

In exact arithmetic the constraint holds after a step of any size, not only to first order, and the columns stay orthonormal. Averaging removes the symmetry-breaking part of $W$, but it does not repair a symmetry error that rounding has already left in $U$. As for lost directions, the path $Ue^{tW}$ is symmetric for all real $t$ exactly when $\Pi(W)=W$, so averaging leaves every such generator alone.

**The average commutes with the group.** For $h\in G$, unitarity gives $D(hg)^\dagger D(h)=D(g)^\dagger D(h)^\dagger D(h)=D(g)^\dagger$. Therefore

$$D(h)\Pi(W)=\frac1{|G|}\sum_g D(hg)WD(g)^\dagger=\frac1{|G|}\sum_g D(hg)WD(hg)^\dagger D(h)=\Pi(W)D(h),$$

because $hg$ runs over the whole group when $g$ does.

**The average stays anti-Hermitian.** If $W^\dagger=-W$, then

$$\Pi(W)^\dagger=\frac1{|G|}\sum_g D(g)W^\dagger D(g)^\dagger=-\Pi(W).$$

**The step keeps both properties.** Since $D(g)$ commutes with $\Pi(W)$, it commutes with every power of it, and so with the exponential series. Hence

$$d(g)Ue^{\Pi(W)}=UD(g)e^{\Pi(W)}=Ue^{\Pi(W)}D(g).$$

For the columns,

$$(Ue^{\Pi(W)})^\dagger Ue^{\Pi(W)}=e^{-\Pi(W)}U^\dagger Ue^{\Pi(W)}=e^{-\Pi(W)}e^{\Pi(W)}=1.$$

The new matrix satisfies the same hypotheses as the old one, so induction covers any number of steps.

**Which paths are symmetric.** Suppose $d(g)Ue^{tW}=Ue^{tW}D(g)$ for all real $t$. The left side equals $UD(g)e^{tW}$. Multiplying by $U^\dagger$ from the left gives $D(g)e^{tW}=e^{tW}D(g)$, and the derivative at $t=0$ is $D(g)W=WD(g)$. Then $D(g)WD(g)^\dagger=WD(g)D(g)^\dagger=W$ for each $g$, so the average is $W$. Conversely, if $\Pi(W)=W$, then $W$ commutes with each $D(g)$, so $e^{tW}$ does too, and the path is symmetric.

### Two orbitals exchanged by inversion

With one orbital, $D(g)$ is a phase and averaging changes nothing. Two orbitals are the fewest for which it matters. Take an even and an odd band, and two orbitals that inversion exchanges:

$$d=\begin{pmatrix}1&0\\0&-1\end{pmatrix},\quad D=\begin{pmatrix}0&1\\1&0\end{pmatrix},\quad U=\frac1{\sqrt2}\begin{pmatrix}1&1\\1&-1\end{pmatrix}.$$

Both $dU$ and $UD$ equal $\frac1{\sqrt2}\begin{pmatrix}1&1\\-1&1\end{pmatrix}$, and $U^\dagger U=1$. The orbitals are the normalized sum and difference of the bands.

This example also shows a trap: checking the symmetry only at the end of a step says little about the generator. For $W=\mathrm{diag}(2\pi i,0)$ we have $e^{W}=1$, so $Ue^{W}=U$ is symmetric, yet $\Pi(W)=\pi i\,1\neq W$. At $t=\tfrac12$ the exponential is $\mathrm{diag}(-1,1)$, which does not commute with the exchange. Even symmetry at every integer $t$ would not force $\Pi(W)=W$.

### What the Lean statements say

The finite index types `m` and `n` label bands and orbitals. A representation is a homomorphism such as `D : G →* Matrix.unitaryGroup n ℂ`, so unitarity and the product rule are built into its type. The superscript `ᴴ` is the conjugate transpose, `symmetrize D W` is $\Pi(W)$, `IsSymmetryAdapted d D U` is the constraint, and `wannierStep D U W` is $Ue^{\Pi(W)}$. The letter `W` always means a generator, never a Wannier function.

- `wannierStep_adapted` is the single-step result. The hypothesis `hO : Uᴴ * U = 1` says that the columns are orthonormal. It allows more bands than orbitals, in which case $U$ is an isometry and not a unitary matrix. The step still only mixes the orbitals among themselves, so the subspace they span stays fixed, and optimizing that subspace is not covered. The hypothesis `hW` says that the generator is anti-Hermitian.
- `localization_run_adapted` treats a sequence `V k` of gauges, each obtained from the one before by `wannierStep` with generator `W k`, and shows that all of them keep the constraint and the orthonormal columns. The generators are arbitrary anti-Hermitian matrices, so they may be computed from the current gauge, with the step length absorbed into them.
- `path_adapted_iff` is the equivalence for whole paths. It does not require `W` to be anti-Hermitian.
- `isSymmetryAdapted_witness` is the two-orbital example. The group is `ℤˣ`, whose elements are $1$ and $-1$, with $-1$ standing for inversion.

Despite the names, no spread functional appears. The theorems say that symmetry is preserved, not that the orbitals become more localized or that the iteration converges.

For electronic-structure practice, this supports symmetrizing the update in a Wannier minimization that has a single gauge matrix and a finite group of unitary symmetries. The step to a general crystal calculation is the k-mesh: there each k-point has its own gauge matrix, and a symmetry relates the matrix at $\mathbf k$ to the one at $g\mathbf k$. Here the group maps one matrix to itself, as in your Γ-only supercell. Time reversal, being antiunitary, does not fit the type of `D` either.

```lean
import Mathlib

open scoped Matrix

namespace SymmetryAdaptedWannier

noncomputable section

variable {G m n : Type*} [Group G] [Fintype G] [Fintype m] [DecidableEq m]
  [Fintype n] [DecidableEq n]

/-- The group average `Π(W)` of `D(g) W D(g)†` over a finite symmetry group. -/
def symmetrize (D : G →* Matrix.unitaryGroup n ℂ) (W : Matrix n n ℂ) : Matrix n n ℂ :=
  (Fintype.card G : ℂ)⁻¹ • ∑ g, (D g : Matrix n n ℂ) * W * (D g : Matrix n n ℂ)ᴴ

/-- The symmetry constraint `d(g) U = U D(g)` on the gauge matrix `U` that builds Wannier
orbitals (representation `D`) from Bloch bands (representation `d`). -/
def IsSymmetryAdapted {G : Type*} [Group G] (d : G →* Matrix.unitaryGroup m ℂ)
    (D : G →* Matrix.unitaryGroup n ℂ) (U : Matrix m n ℂ) : Prop :=
  ∀ g, (d g : Matrix m m ℂ) * U = U * (D g : Matrix n n ℂ)

/-- One gauge update `U ↦ U exp(Π(W))` with symmetrized generator. -/
def wannierStep (D : G →* Matrix.unitaryGroup n ℂ) (U : Matrix m n ℂ)
    (W : Matrix n n ℂ) : Matrix m n ℂ :=
  U * NormedSpace.exp (symmetrize D W)

/-- The symmetrized generator commutes with every symmetry operation. -/
theorem symmetrize_comm (D : G →* Matrix.unitaryGroup n ℂ) (W : Matrix n n ℂ) (h : G) :
    (D h : Matrix n n ℂ) * symmetrize D W = symmetrize D W * (D h : Matrix n n ℂ) := by
  have hu : (D h : Matrix n n ℂ)ᴴ * (D h : Matrix n n ℂ) = 1 :=
    Matrix.mem_unitaryGroup_iff'.mp (D h).2
  unfold symmetrize
  rw [Matrix.mul_smul, Matrix.smul_mul, Finset.mul_sum, Finset.sum_mul]
  congr 1
  -- relabel the group sum by g ↦ h g
  refine Fintype.sum_equiv (Equiv.mulLeft h) _ _ (fun g => ?_)
  have hm : (D (h * g) : Matrix n n ℂ) = (D h : Matrix n n ℂ) * (D g : Matrix n n ℂ) := by
    rw [map_mul]; rfl
  simp only [Equiv.coe_mulLeft]
  rw [hm, Matrix.conjTranspose_mul]
  simp only [Matrix.mul_assoc, hu, Matrix.mul_one]

/-- Symmetrizing an anti-Hermitian generator gives an anti-Hermitian generator. -/
theorem symmetrize_antiHermitian (D : G →* Matrix.unitaryGroup n ℂ) {W : Matrix n n ℂ}
    (hW : Wᴴ = -W) : (symmetrize D W)ᴴ = -symmetrize D W := by
  simp [symmetrize, Matrix.conjTranspose_smul, Matrix.conjTranspose_sum,
    Matrix.conjTranspose_mul, hW, Matrix.mul_assoc]

/-- If `U` has orthonormal columns and obeys the symmetry constraint, and `W` is
anti-Hermitian, then `U exp(Π(W))` has orthonormal columns and obeys the same constraint. -/
theorem wannierStep_adapted (d : G →* Matrix.unitaryGroup m ℂ)
    (D : G →* Matrix.unitaryGroup n ℂ) {U : Matrix m n ℂ} {W : Matrix n n ℂ}
    (hU : IsSymmetryAdapted d D U) (hO : Uᴴ * U = 1) (hW : Wᴴ = -W) :
    IsSymmetryAdapted d D (wannierStep D U W) ∧
      (wannierStep D U W)ᴴ * wannierStep D U W = 1 := by
  constructor
  · intro g
    have hc : (D g : Matrix n n ℂ) * NormedSpace.exp (symmetrize D W)
        = NormedSpace.exp (symmetrize D W) * (D g : Matrix n n ℂ) :=
      Commute.exp_right (symmetrize_comm D W g)
    unfold wannierStep
    rw [← Matrix.mul_assoc, hU g, Matrix.mul_assoc, hc, ← Matrix.mul_assoc]
  · -- `exp(-Π(W))` is a left inverse of `exp(Π(W))`
    have he : NormedSpace.exp (-symmetrize D W) * NormedSpace.exp (symmetrize D W) = 1 := by
      have hcomm : Commute (-symmetrize D W) (symmetrize D W) :=
        (Commute.refl (symmetrize D W)).neg_left
      rw [← Matrix.exp_add_of_commute _ _ hcomm,
        neg_add_cancel, NormedSpace.exp_zero]
    unfold wannierStep
    rw [Matrix.conjTranspose_mul, Matrix.mul_assoc, ← Matrix.mul_assoc Uᴴ, hO,
      Matrix.one_mul, ← Matrix.exp_conjTranspose, symmetrize_antiHermitian D hW, he]

/-- If `V 0` is symmetry-adapted with orthonormal columns, and each update is
`V (k + 1) = V k exp(Π(W k))` with `W k` anti-Hermitian, then every `V k` is symmetry-adapted with
orthonormal columns. -/
theorem localization_run_adapted (d : G →* Matrix.unitaryGroup m ℂ)
    (D : G →* Matrix.unitaryGroup n ℂ) (V : ℕ → Matrix m n ℂ) (W : ℕ → Matrix n n ℂ)
    (h0 : IsSymmetryAdapted d D (V 0)) (hO : (V 0)ᴴ * V 0 = 1) (hW : ∀ k, (W k)ᴴ = -W k)
    (hstep : ∀ k, V (k + 1) = wannierStep D (V k) (W k)) (k : ℕ) :
    IsSymmetryAdapted d D (V k) ∧ (V k)ᴴ * V k = 1 := by
  induction k with
  | zero => exact ⟨h0, hO⟩
  | succ k ih =>
    rw [hstep k]
    exact wannierStep_adapted d D ih.1 ih.2 (hW k)

/-- A matrix that commutes with `exp(tW)` for all real `t` commutes with `W`. -/
theorem comm_of_comm_exp (B W : Matrix n n ℂ)
    (h : ∀ t : ℝ, B * NormedSpace.exp (t • W) = NormedSpace.exp (t • W) * B) :
    B * W = W * B := by
  let : NormedRing (Matrix n n ℂ) := Matrix.linftyOpNormedRing
  let : NormedAlgebra ℝ (Matrix n n ℂ) := Matrix.linftyOpNormedAlgebra
  -- compare the derivatives of both sides at t = 0
  have h1 := hasDerivAt_exp_smul_const (𝕂 := ℝ) W (0 : ℝ)
  have h2 := (h1.const_mul B).unique
    ((h1.mul_const B).congr_of_eventuallyEq (Filter.Eventually.of_forall h))
  simpa [zero_smul, NormedSpace.exp_zero] using h2

/-- For a symmetry-adapted `U` with orthonormal columns, the whole path `U exp(tW)` obeys the
symmetry constraint exactly when the generator is unchanged by symmetrization. -/
theorem path_adapted_iff (d : G →* Matrix.unitaryGroup m ℂ)
    (D : G →* Matrix.unitaryGroup n ℂ) {U : Matrix m n ℂ} (W : Matrix n n ℂ)
    (hU : IsSymmetryAdapted d D U) (hO : Uᴴ * U = 1) :
    (∀ t : ℝ, IsSymmetryAdapted d D (U * NormedSpace.exp (t • W))) ↔
      symmetrize D W = W := by
  constructor
  · intro h
    have hc : ∀ g, (D g : Matrix n n ℂ) * W = W * (D g : Matrix n n ℂ) := by
      intro g
      refine comm_of_comm_exp _ _ (fun t => ?_)
      have h1 := h t g
      rw [← Matrix.mul_assoc, hU g] at h1
      -- cancel U from the left
      have h2 := congrArg (fun M => Uᴴ * M) h1
      simpa only [← Matrix.mul_assoc, hO, Matrix.one_mul] using h2
    have hterm : ∀ g, (D g : Matrix n n ℂ) * W * (D g : Matrix n n ℂ)ᴴ = W := by
      intro g
      have hu : (D g : Matrix n n ℂ) * (D g : Matrix n n ℂ)ᴴ = 1 :=
        Matrix.mem_unitaryGroup_iff.mp (D g).2
      rw [hc g, Matrix.mul_assoc, hu, Matrix.mul_one]
    have hG : (Fintype.card G : ℂ) ≠ 0 := Nat.cast_ne_zero.mpr Fintype.card_ne_zero
    unfold symmetrize
    rw [Finset.sum_congr rfl (fun g _ => hterm g), Finset.sum_const, Finset.card_univ,
      ← Nat.cast_smul_eq_nsmul ℂ, smul_smul, inv_mul_cancel₀ hG, one_smul]
  · intro h t g
    have hc : Commute (D g : Matrix n n ℂ) W := by
      have h1 := symmetrize_comm D W g
      rwa [h] at h1
    have he : (D g : Matrix n n ℂ) * NormedSpace.exp (t • W)
        = NormedSpace.exp (t • W) * (D g : Matrix n n ℂ) :=
      Commute.exp_right (hc.smul_right t)
    rw [← Matrix.mul_assoc, hU g, Matrix.mul_assoc, he, ← Matrix.mul_assoc]


/-- The two-element group represented by the identity and a Hermitian involution `S`. -/
def inversionRep (S : Matrix (Fin 2) (Fin 2) ℂ) (hS : S * S = 1) (hH : Sᴴ = S) :
    ℤˣ →* Matrix.unitaryGroup (Fin 2) ℂ where
  toFun u := if u = 1 then 1 else ⟨S, Matrix.mem_unitaryGroup_iff.mpr (by
    rw [Matrix.star_eq_conjTranspose, hH, hS])⟩
  map_one' := if_pos rfl
  map_mul' u v := by
    have hne : (-1 : ℤˣ) ≠ 1 := by decide
    rcases Int.units_eq_one_or u with rfl | rfl <;>
      rcases Int.units_eq_one_or v with rfl | rfl
    · simp
    · simp [hne]
    · simp [hne]
    · rw [if_pos (by decide), if_neg hne]
      exact Subtype.ext hS.symm

/-- Inversion acting on one even and one odd Bloch band. -/
def bandParity : ℤˣ →* Matrix.unitaryGroup (Fin 2) ℂ :=
  inversionRep !![1, 0; 0, -1]
    (by ext i j; fin_cases i <;> fin_cases j <;> simp [Matrix.mul_apply, Fin.sum_univ_succ])
    (by ext i j; fin_cases i <;> fin_cases j <;> simp [Matrix.conjTranspose_apply])

/-- Inversion exchanging two Wannier orbitals. -/
def orbitalSwap : ℤˣ →* Matrix.unitaryGroup (Fin 2) ℂ :=
  inversionRep !![0, 1; 1, 0]
    (by ext i j; fin_cases i <;> fin_cases j <;> simp [Matrix.mul_apply, Fin.sum_univ_succ])
    (by ext i j; fin_cases i <;> fin_cases j <;> simp [Matrix.conjTranspose_apply])

/-- The normalized sum and difference of an even and an odd band form a symmetry-adapted
gauge with orthonormal columns for two orbitals exchanged by inversion. -/
theorem isSymmetryAdapted_witness :
    let U : Matrix (Fin 2) (Fin 2) ℂ := (((√2)⁻¹ : ℝ) : ℂ) • !![1, 1; 1, -1]
    IsSymmetryAdapted bandParity orbitalSwap U ∧ Uᴴ * U = 1 := by
  intro U
  constructor
  · intro u
    rcases Int.units_eq_one_or u with rfl | rfl
    · simp
    · have hne : (-1 : ℤˣ) ≠ 1 := by decide
      have h1 : (bandParity (-1) : Matrix (Fin 2) (Fin 2) ℂ) = !![1, 0; 0, -1] :=
        congrArg Subtype.val (if_neg (t := (1 : Matrix.unitaryGroup (Fin 2) ℂ)) hne)
      have h2 : (orbitalSwap (-1) : Matrix (Fin 2) (Fin 2) ℂ) = !![0, 1; 1, 0] :=
        congrArg Subtype.val (if_neg (t := (1 : Matrix.unitaryGroup (Fin 2) ℂ)) hne)
      rw [h1, h2, Matrix.mul_smul, Matrix.smul_mul]
      congr 1
      ext i j
      fin_cases i <;> fin_cases j <;> simp [Matrix.mul_apply, Fin.sum_univ_succ]
  · have hc : star (((√2)⁻¹ : ℝ) : ℂ) * (((√2)⁻¹ : ℝ) : ℂ) = 1 / 2 := by
      rw [Complex.star_def, Complex.conj_ofReal, ← Complex.ofReal_mul, ← mul_inv,
        Real.mul_self_sqrt (by norm_num)]
      norm_num
    have hH : (!![1, 1; 1, -1] : Matrix (Fin 2) (Fin 2) ℂ)ᴴ * !![1, 1; 1, -1]
        = (2 : ℂ) • 1 := by
      ext i j
      fin_cases i <;> fin_cases j <;>
        norm_num [Matrix.mul_apply, Fin.sum_univ_succ, Matrix.conjTranspose_apply]
    change ((((√2)⁻¹ : ℝ) : ℂ) • !![1, 1; 1, -1])ᴴ *
      ((((√2)⁻¹ : ℝ) : ℂ) • !![1, 1; 1, -1]) = 1
    rw [Matrix.conjTranspose_smul, Matrix.smul_mul, Matrix.mul_smul, smul_smul, hc, hH,
      smul_smul]
    norm_num

end

end SymmetryAdaptedWannier
```

```lean
#print axioms SymmetryAdaptedWannier.wannierStep_adapted
#print axioms SymmetryAdaptedWannier.localization_run_adapted
#print axioms SymmetryAdaptedWannier.path_adapted_iff
```

```
'SymmetryAdaptedWannier.wannierStep_adapted' depends on axioms: [propext, Classical.choice, Quot.sound]
'SymmetryAdaptedWannier.localization_run_adapted' depends on axioms: [propext, Classical.choice, Quot.sound]
'SymmetryAdaptedWannier.path_adapted_iff' depends on axioms: [propext, Classical.choice, Quot.sound]
```

### From the algebra to the Lean proofs

`symmetrize_comm` moves $D(h)$ inside the sum on both sides. `Fintype.sum_equiv (Equiv.mulLeft h)` then matches the term for $g$ on the left with the term for $hg$ on the right, which is the relabelling above. The local fact `hu` is $D(h)^\dagger D(h)=1$ and removes the extra factors. `symmetrize_antiHermitian` takes the conjugate transpose term by term and uses `hW`.

In `wannierStep_adapted`, the first half gets the commutation with the exponential from `Commute.exp_right` and then moves $D(g)$ through the product. The second half first proves $e^{-\Pi(W)}e^{\Pi(W)}=1$. This uses the rule for adding exponents, which is available because $-\Pi(W)$ and $\Pi(W)$ commute. It then cancels $U^\dagger U$ and rewrites the conjugate transpose of the exponential. Anti-Hermiticity is used only in this half. `localization_run_adapted` is an induction on `k` whose successor case applies the single-step theorem.

`comm_of_comm_exp` carries out the differentiation at $t=0$. It chooses a matrix norm locally so that derivatives make sense, takes the derivative of $e^{tW}$ from `hasDerivAt_exp_smul_const`, and multiplies by the fixed matrix `B` on either side. The two functions of $t$ are equal, so uniqueness of the derivative gives $BW=WB$.

The forward direction of `path_adapted_iff` cancels $U$ by multiplying with `Uᴴ`, applies that lemma for each $g$, and shows in `hterm` that every term of the average is $W$. The sum is then $|G|$ copies of $W$, divided by $|G|$. The reverse direction reads the commutation off `symmetrize_comm` after replacing $\Pi(W)$ by $W$, and passes to $e^{tW}$ with `Commute.exp_right`.

For the example, `inversionRep` turns any Hermitian 2×2 matrix with square one into a representation of `ℤˣ` by checking the four products. `bandParity` and `orbitalSwap` are two instances of it. The witness theorem then compares matrix entries, with the factor $1/\sqrt2$ handled separately: its squared modulus $1/2$ cancels the $2$ from the unnormalized columns.
